# A core-overlap criterion for slope matching of pseudo functions at a second energy

## A radial function together with its slope

A radial solution is recorded here as a pair: a function $y$ and a second function $y'$ for its slope, both continuous on $[0,R]$. The equation
$$-y''+Vy=Ey$$
is imposed only on the open interval $(0,R)$, with $y(0)=0$. The slope at the core radius $R$ is then fixed by continuity from inside, and nothing is asked of $y$ beyond $R$.

The potential $V$ may be singular at the origin. Coulomb and centrifugal terms are therefore allowed, provided that the solution and its slope stay continuous there. Energies are in units with $\hbar^2/2m=1$, and $y$ is $r$ times the radial wave function, so $\int_0^R y^2\,dx$ is the norm inside the core, up to the overall normalisation of $y$.

## Two energies, two potentials

Let $u_1,u_2$ be all-electron functions in the potential $V$ at energies $E_1,E_2$, and let $w_1,w_2$ be pseudo functions in the potential $W$ at the same two energies. Suppose that

- the values agree at the core radius: $u_1(R)=w_1(R)$ and $u_2(R)=w_2(R)$;
- the first pair also agrees in slope: $u_1'(R)=w_1'(R)$;
- $u_1(R)\neq0$ and $E_1\neq E_2$.

Then
$$u_2'(R)=w_2'(R)\iff\int_0^R u_1u_2\,dx=\int_0^R w_1w_2\,dx .$$

For a single non-relativistic radial channel with local, energy-independent potentials, and for $u_2(R)\neq0$, this says when a pseudopotential fitted at one energy also reproduces the boundary data of the true potential at another. If instead $u_2(R)=w_2(R)=0$, the equivalence still holds, but matching the values does not fix the relative scale of $u_2$ and $w_2$, so their slopes can differ through normalisation alone.

## Derivation from the Wronskian

Take two solutions $y_1,y_2$ in the same potential. On $(0,R)$,
$$(y_1y_2'-y_1'y_2)'=y_1y_2''-y_1''y_2=(V-E_2)y_1y_2-(V-E_1)y_1y_2=(E_1-E_2)\,y_1y_2 .$$
The potential has cancelled. Integrate from $0$ to $R$; the lower limit gives zero because both functions vanish there and their slopes are finite:
$$y_1(R)y_2'(R)-y_1'(R)y_2(R)=(E_1-E_2)\int_0^R y_1y_2\,dx .$$
Write this once for the $u_i$ and once for the $w_i$, and subtract. The terms with $y_1'(R)y_2(R)$ are equal by the matching conditions, which leaves
$$u_1(R)\,\bigl(u_2'(R)-w_2'(R)\bigr)=(E_1-E_2)\left(\int_0^R u_1u_2\,dx-\int_0^R w_1w_2\,dx\right).$$
If the slopes agree, the left side is zero, and $E_1\neq E_2$ forces equal overlaps. If the overlaps agree, the right side is zero, and $u_1(R)\neq0$ forces equal slopes.

## Two square wells by hand

Take $R=\pi/2$, $V=-8$, $W=0$ and $E_1=1$. The functions $u_1=-\sin 3x$ and $w_1=\sin x$ both have value $1$ and slope $0$ at $R$. The all-electron function has a node at $\pi/3$, and the pseudo function has none inside the core.

At $E_2=0$, scale the solutions to value $1$ at $R$. With $a=\sqrt8$,
$$w_2=\frac{2x}{\pi},\qquad u_2=\frac{\sin ax}{\sin aR}.$$
The slopes at $R$ are $w_2'(R)=2/\pi\approx0.637$ and $u_2'(R)=a\cot aR\approx0.781$. Direct integration gives $\int w_1w_2\,dx=2/\pi$ and $\int u_1u_2\,dx=a\cot aR$. Since $u_1(R)=1$ and $E_1-E_2=1$, both sides of the mismatch formula equal about $0.145$.

## The limit of nearby energies

Now let $u_E$ and $w_E$ be families of solutions with $u_E(R)=w_E(R)$ at every energy, matched in slope at $E_0$, with $u_{E_0}(R)\neq0$. Put $D(E)=u_E'(R)-w_E'(R)$. The mismatch formula with $E_1=E_0$ and $E_2=E$ gives, for $E\neq E_0$,
$$\frac{D(E)}{E-E_0}=\frac{\int_0^R w_{E_0}w_E\,dx-\int_0^R u_{E_0}u_E\,dx}{u_{E_0}(R)} .$$
If both overlaps are continuous in $E$ at $E_0$, then
$$D'(E_0)=\frac{\int_0^R w_{E_0}^2\,dx-\int_0^R u_{E_0}^2\,dx}{u_{E_0}(R)} .$$
The slope mismatch vanishes to first order exactly when the core norms agree, which is norm conservation. In the square-well example both norms at $E=1$ are $\pi/4$, so the mismatch found at $E_2=0$ is a higher-order effect.

## Reading the Lean statements

`IsRadialSolution R V E y dy` is the pair described at the start, with `dy` as the slope. `overlap R f g` is $\int_0^R fg\,dx$. The functions are real and need not be normalised, nor be bound states; even the zero function is admitted. This matters for the families below, which must match in value at every energy: where all solutions in one potential vanish at $R$ but the nonzero solutions in the other do not, the zero function has to be taken in the other. The derivative at `E₀` depends only on energies near `E₀`.

`slopes_match_iff_overlaps_eq` is the equivalence. Its hypotheses `h₁` and `h₂` match the values, `hd` matches the first slopes, `hne` says $u_1(R)\neq0$, and `hE` separates the energies. Both pseudo functions must solve the equation in the same `W`, which acts by multiplication, so a nonlocal projector term is excluded. The existence of a suitable `W` is assumed.

In `slope_mismatch_hasDerivAt` and `first_order_match_iff_norm_conserved`, the families are written `u E` and `w E`. The hypotheses `cu` and `cw` are the continuity of the two overlaps at `E₀`. Physically, they require that neither family changes its shape or normalisation abruptly there, as seen through its overlap with the reference function. This is assumed and not derived from the differential equation.

```lean
import Mathlib

open Set Filter Topology

namespace NormConservingPseudopotential

/-- `y`, with slope `dy`, solves the radial equation `-y'' + V y = E y` on `(0, R)`, vanishes at
the origin, and is continuous together with its slope on `[0, R]`. -/
structure IsRadialSolution (R : ℝ) (V : ℝ → ℝ) (E : ℝ) (y dy : ℝ → ℝ) : Prop where
  origin : y 0 = 0
  cont : ContinuousOn y (Icc 0 R)
  cont_slope : ContinuousOn dy (Icc 0 R)
  slope_eq : ∀ x ∈ Ioo 0 R, HasDerivAt y (dy x) x
  schrodinger : ∀ x ∈ Ioo 0 R, HasDerivAt dy ((V x - E) * y x) x

/-- The overlap of two real radial functions inside the core radius `R`. -/
noncomputable def overlap (R : ℝ) (f g : ℝ → ℝ) : ℝ := ∫ x in (0 : ℝ)..R, f x * g x

/-- At a core radius `R > 0`, the recorded slope of a radial solution is its derivative
from the left. -/
theorem slope_at_core_radius {R E : ℝ} {V y dy : ℝ → ℝ} (hR : 0 < R)
    (h : IsRadialSolution R V E y dy) : HasDerivWithinAt y (dy R) (Iic R) R := by
  have hs : Ioo 0 R ∈ 𝓝[<] R := Ioo_mem_nhdsLT hR
  have hmem : R ∈ Icc 0 R := ⟨hR.le, le_rfl⟩
  refine hasDerivWithinAt_Iic_of_tendsto_deriv (s := Ioo 0 R)
    (fun x hx => (h.slope_eq x hx).differentiableAt.differentiableWithinAt)
    ((h.cont R hmem).mono Ioo_subset_Icc_self) hs ?_
  -- the derivative inside the core tends to the recorded slope
  have ht : Tendsto dy (𝓝[<] R) (𝓝 (dy R)) :=
    (h.cont_slope R hmem).tendsto.mono_left
      (nhdsWithin_le_of_mem (mem_of_superset hs Ioo_subset_Icc_self))
  exact ht.congr' (eventually_of_mem hs fun x hx => (h.slope_eq x hx).deriv.symm)

/-- The potential cancels from the derivative of the Wronskian of two solutions in the same
potential. -/
theorem wronskian_hasDerivAt {R E₁ E₂ x : ℝ} {V y₁ dy₁ y₂ dy₂ : ℝ → ℝ}
    (h₁ : IsRadialSolution R V E₁ y₁ dy₁) (h₂ : IsRadialSolution R V E₂ y₂ dy₂)
    (hx : x ∈ Ioo 0 R) :
    HasDerivAt (fun t => y₁ t * dy₂ t - dy₁ t * y₂ t) ((E₁ - E₂) * (y₁ x * y₂ x)) x :=
  (((h₁.slope_eq x hx).fun_mul (h₂.schrodinger x hx)).fun_sub
    ((h₁.schrodinger x hx).fun_mul (h₂.slope_eq x hx))).congr_deriv (by ring)

/-- Let `u₁, u₂` be solutions in `V` and `w₁, w₂` solutions in `W`, at energies `E₁, E₂`. If both
pairs agree in value at `R` and the first pair also in slope, then `u₁ R` times the slope mismatch
of the second pair equals `E₁ - E₂` times the difference of the overlaps inside the core. -/
theorem slope_mismatch {R E₁ E₂ : ℝ} {V W u₁ du₁ u₂ du₂ w₁ dw₁ w₂ dw₂ : ℝ → ℝ} (hR : 0 < R)
    (hu₁ : IsRadialSolution R V E₁ u₁ du₁) (hu₂ : IsRadialSolution R V E₂ u₂ du₂)
    (hw₁ : IsRadialSolution R W E₁ w₁ dw₁) (hw₂ : IsRadialSolution R W E₂ w₂ dw₂)
    (h₁ : u₁ R = w₁ R) (h₂ : u₂ R = w₂ R) (hd : du₁ R = dw₁ R) :
    u₁ R * (du₂ R - dw₂ R) = (E₁ - E₂) * (overlap R u₁ u₂ - overlap R w₁ w₂) := by
  -- integrate the Wronskian over the core, in either potential
  have key : ∀ U y₁ dy₁ y₂ dy₂ : ℝ → ℝ, IsRadialSolution R U E₁ y₁ dy₁ →
      IsRadialSolution R U E₂ y₂ dy₂ →
      (E₁ - E₂) * overlap R y₁ y₂ = y₁ R * dy₂ R - dy₁ R * y₂ R := by
    intro U y₁ dy₁ y₂ dy₂ a b
    have hint := intervalIntegral.integral_eq_sub_of_hasDerivAt_of_le hR.le
      ((a.cont.mul b.cont_slope).sub (a.cont_slope.mul b.cont))
      (fun x hx => wronskian_hasDerivAt a b hx)
      (ContinuousOn.intervalIntegrable_of_Icc hR.le
        (continuousOn_const.mul (a.cont.mul b.cont)))
    rw [intervalIntegral.integral_const_mul] at hint
    simpa [overlap, a.origin, b.origin] using hint
  have hu := key V u₁ du₁ u₂ du₂ hu₁ hu₂
  have hw := key W w₁ dw₁ w₂ dw₂ hw₁ hw₂
  rw [← h₁, ← h₂, ← hd] at hw
  linear_combination hw - hu

/-- Let two pairs of all-electron and pseudo functions at distinct energies agree in value at `R`,
the first pair also in slope and with nonzero value there. Then the second pair agrees in slope
exactly when the all-electron and pseudo overlaps inside the core are equal. -/
theorem slopes_match_iff_overlaps_eq {R E₁ E₂ : ℝ}
    {V W u₁ du₁ u₂ du₂ w₁ dw₁ w₂ dw₂ : ℝ → ℝ} (hR : 0 < R) (hE : E₁ ≠ E₂)
    (hu₁ : IsRadialSolution R V E₁ u₁ du₁) (hu₂ : IsRadialSolution R V E₂ u₂ du₂)
    (hw₁ : IsRadialSolution R W E₁ w₁ dw₁) (hw₂ : IsRadialSolution R W E₂ w₂ dw₂)
    (h₁ : u₁ R = w₁ R) (h₂ : u₂ R = w₂ R) (hd : du₁ R = dw₁ R) (hne : u₁ R ≠ 0) :
    du₂ R = dw₂ R ↔ overlap R u₁ u₂ = overlap R w₁ w₂ := by
  have hm := slope_mismatch hR hu₁ hu₂ hw₁ hw₂ h₁ h₂ hd
  constructor
  · intro h
    rw [h, sub_self, mul_zero] at hm
    exact sub_eq_zero.mp ((mul_eq_zero.mp hm.symm).resolve_left (sub_ne_zero.mpr hE))
  · intro h
    rw [h, sub_self, mul_zero] at hm
    exact sub_eq_zero.mp ((mul_eq_zero.mp hm).resolve_left hne)

/-- For families of solutions matched in value at `R` at every energy, and in slope at `E₀` where
the value is nonzero, the energy derivative of the slope mismatch at `E₀` is the difference of the
core norms over that value, if the overlaps with the reference functions are continuous at `E₀`. -/
theorem slope_mismatch_hasDerivAt {R E₀ : ℝ} {V W : ℝ → ℝ} {u du w dw : ℝ → ℝ → ℝ} (hR : 0 < R)
    (hu : ∀ E, IsRadialSolution R V E (u E) (du E))
    (hw : ∀ E, IsRadialSolution R W E (w E) (dw E))
    (hval : ∀ E, u E R = w E R) (hd : du E₀ R = dw E₀ R) (hne : u E₀ R ≠ 0)
    (cu : ContinuousAt (fun E => overlap R (u E₀) (u E)) E₀)
    (cw : ContinuousAt (fun E => overlap R (w E₀) (w E)) E₀) :
    HasDerivAt (fun E => du E R - dw E R)
      ((overlap R (w E₀) (w E₀) - overlap R (u E₀) (u E₀)) / u E₀ R) E₀ := by
  have hg : ContinuousAt
      (fun E => (overlap R (w E₀) (w E) - overlap R (u E₀) (u E)) / u E₀ R) E₀ :=
    (cw.sub cu).div_const _
  rw [hasDerivAt_iff_tendsto_slope]
  refine (hg.tendsto.mono_left nhdsWithin_le_nhds).congr' ?_
  -- away from `E₀` the difference quotient is a difference of overlaps
  filter_upwards [self_mem_nhdsWithin] with E hE
  have hE' : E - E₀ ≠ 0 := sub_ne_zero.mpr hE
  have hm := slope_mismatch hR (hu E₀) (hu E) (hw E₀) (hw E) (hval E₀) (hval E) hd
  rw [slope_def_field, div_eq_div_iff hne hE']
  linear_combination u E₀ R * hd - hm

/-- Norm conservation: take families of solutions matched in value at `R` at every energy, and in
slope at `E₀` where the value is nonzero, whose overlaps with the reference functions at `E₀` are
continuous there. The slope mismatch at `R` vanishes to first order in the energy around `E₀`
exactly when the all-electron and pseudo functions at `E₀` have equal norm inside the core. -/
theorem first_order_match_iff_norm_conserved {R E₀ : ℝ} {V W : ℝ → ℝ}
    {u du w dw : ℝ → ℝ → ℝ} (hR : 0 < R)
    (hu : ∀ E, IsRadialSolution R V E (u E) (du E))
    (hw : ∀ E, IsRadialSolution R W E (w E) (dw E))
    (hval : ∀ E, u E R = w E R) (hd : du E₀ R = dw E₀ R) (hne : u E₀ R ≠ 0)
    (cu : ContinuousAt (fun E => overlap R (u E₀) (u E)) E₀)
    (cw : ContinuousAt (fun E => overlap R (w E₀) (w E)) E₀) :
    HasDerivAt (fun E => du E R - dw E R) 0 E₀ ↔
      overlap R (u E₀) (u E₀) = overlap R (w E₀) (w E₀) := by
  have h := slope_mismatch_hasDerivAt hR hu hw hval hd hne cu cw
  constructor
  · intro h0
    have hz := (div_eq_zero_iff.mp (h0.unique h).symm).resolve_right hne
    exact (sub_eq_zero.mp hz).symm
  · intro hn
    rwa [hn, sub_self, zero_div] at h

/-- A cubic radial function. -/
def cubic (x : ℝ) : ℝ := x ^ 3 - 2 * x ^ 2 + 2 * x

/-- The slope of the cubic radial function. -/
def cubicSlope (x : ℝ) : ℝ := 3 * x ^ 2 - 4 * x + 2

/-- Distinct energies are needed: the free solution `x` and the cubic, both at energy zero, agree
in value and slope at `R = 1`, yet their overlaps with themselves differ. -/
theorem equal_energies_counterexample :
    IsRadialSolution 1 (fun _ => 0) 0 (fun x => x) (fun _ => 1) ∧
    IsRadialSolution 1 (fun x => (6 * x - 4) / cubic x) 0 cubic cubicSlope ∧
    cubic 1 = 1 ∧ cubicSlope 1 = 1 ∧
    overlap 1 (fun x => x) (fun x => x) ≠ overlap 1 cubic cubic := by
  have hc : ∀ x, HasDerivAt cubic (cubicSlope x) x := fun x =>
    (((hasDerivAt_pow 3 x).fun_sub ((hasDerivAt_pow 2 x).const_mul 2)).fun_add
      ((hasDerivAt_id' x).const_mul 2)).congr_deriv (by
        simp only [cubicSlope, Nat.cast_ofNat, Nat.reduceSub]; ring)
  have hs : ∀ x, HasDerivAt cubicSlope (6 * x - 4) x := fun x =>
    ((((hasDerivAt_pow 2 x).const_mul 3).fun_sub ((hasDerivAt_id' x).const_mul 4)).add_const
      2).congr_deriv (by simp only [Nat.cast_ofNat, Nat.reduceSub]; ring)
  have cc : Continuous cubic := continuous_iff_continuousAt.mpr fun x => (hc x).continuousAt
  have cs : Continuous cubicSlope := continuous_iff_continuousAt.mpr fun x => (hs x).continuousAt
  refine ⟨⟨rfl, continuousOn_id, continuousOn_const, fun x _ => hasDerivAt_id' x,
    fun x _ => (hasDerivAt_const x (1 : ℝ)).congr_deriv (by ring)⟩,
    ⟨by norm_num [cubic], cc.continuousOn, cs.continuousOn, fun x _ => hc x, fun x hx => ?_⟩,
    by norm_num [cubic], by norm_num [cubicSlope], ?_⟩
  · -- the cubic has no node in the core, so its potential is well defined
    have hx0 : 0 < x := hx.1
    have hne : cubic x ≠ 0 := by
      have e : cubic x = x * ((x - 1) ^ 2 + 1) := by unfold cubic; ring
      rw [e]
      positivity
    have e : ((6 * x - 4) / cubic x - 0) * cubic x = 6 * x - 4 := by
      rw [sub_zero, div_mul_cancel₀ _ hne]
    exact (hs x).congr_deriv e.symm
  · -- the two overlaps are 1/3 and 43/105
    have i₁ : overlap 1 (fun x => x) (fun x => x) = 1 / 3 := by
      simp only [overlap, ← pow_two]
      rw [integral_pow]
      norm_num
    have hF : ∀ x : ℝ, HasDerivAt (fun t : ℝ => 1 / 7 * t ^ 7 - 2 / 3 * t ^ 6 + 8 / 5 * t ^ 5
        - 2 * t ^ 4 + 4 / 3 * t ^ 3) (cubic x * cubic x) x := fun x =>
      ((((((hasDerivAt_pow 7 x).const_mul (1 / 7)).fun_sub
        ((hasDerivAt_pow 6 x).const_mul (2 / 3))).fun_add
        ((hasDerivAt_pow 5 x).const_mul (8 / 5))).fun_sub
        ((hasDerivAt_pow 4 x).const_mul 2)).fun_add
        ((hasDerivAt_pow 3 x).const_mul (4 / 3))).congr_deriv (by
          simp only [cubic, Nat.cast_ofNat, Nat.reduceSub]; ring)
    have i₂ : overlap 1 cubic cubic = 43 / 105 := by
      unfold overlap
      rw [intervalIntegral.integral_eq_sub_of_hasDerivAt (fun x _ => hF x)
        ((cc.mul cc).intervalIntegrable 0 1)]
      norm_num
    rw [i₁, i₂]
    norm_num

end NormConservingPseudopotential
```

```lean
#print axioms NormConservingPseudopotential.slope_at_core_radius
#print axioms NormConservingPseudopotential.slopes_match_iff_overlaps_eq
#print axioms NormConservingPseudopotential.first_order_match_iff_norm_conserved
#print axioms NormConservingPseudopotential.equal_energies_counterexample
```

```
'NormConservingPseudopotential.slope_at_core_radius' depends on axioms: [propext, Classical.choice, Quot.sound]
'NormConservingPseudopotential.slopes_match_iff_overlaps_eq' depends on axioms: [propext, Classical.choice, Quot.sound]
'NormConservingPseudopotential.first_order_match_iff_norm_conserved' depends on axioms: [propext, Classical.choice, Quot.sound]
'NormConservingPseudopotential.equal_energies_counterexample' depends on axioms: [propext, Classical.choice, Quot.sound]
```

## From the Wronskian to the equivalence

`slope_at_core_radius` confirms that `dy R` is the derivative of `y` from the left at $R$. Inside the core the derivative of `y` is `dy`, which tends to `dy R`, and a Mathlib lemma turns this limit of derivatives into a one-sided derivative. The later proofs do not use it, but it justifies reading `du₂ R = dw₂ R` as equality of slopes.

`wronskian_hasDerivAt` is the cancellation of the potential: the product rule is applied to both terms, and `ring` simplifies the result.

In `slope_mismatch`, the auxiliary statement `key` integrates this identity for an arbitrary potential `U`. The version of the fundamental theorem of calculus used there needs continuity on the closed interval but derivatives only in the interior, which is what the structure supplies. The conditions at the origin remove the lower boundary term. `key` is applied to `V` and to `W`, the matching conditions are substituted, and `linear_combination hw - hu` performs the subtraction.

`slopes_match_iff_overlaps_eq` then has two short halves. Each sets one side of the mismatch formula to zero and cancels the nonzero factor on the other.

## The energy derivative and the case of equal energies

`slope_mismatch_hasDerivAt` expresses the derivative as a limit of difference quotients. For `E` different from `E₀`, `slope_mismatch` identifies the quotient with the difference of overlaps divided by `u E₀ R`, and continuity gives the limit. `first_order_match_iff_norm_conserved` follows because a derivative is unique: it is zero exactly when the numerator is.

`equal_energies_counterexample` shows that, without distinct energies, matching slopes need not give equal overlaps. Take $u_1=u_2=x$ in zero potential and $w_1=w_2=x^3-2x^2+2x$, all at energy zero with $R=1$. Every value and slope at $R$ is $1$, yet the overlaps are $1/3$ and $43/105$. The factorisation $x\,((x-1)^2+1)$ shows that the cubic is positive for $x>0$, so the potential $(6x-4)/(x^3-2x^2+2x)$ is finite inside the core away from the origin. An explicit antiderivative gives the second overlap.
